# Binomial fractional end charges bring the potential of an alternating half-chain within $2^{-m}N!\,m!/(N+m+1)!$ of $\ln 2$

Place unit charges of alternating sign at distances $1, 2, 3, \dots$ on one side of a reference ion. In units of charge over spacing, and up to an overall sign, the first neighbour alone gives the potential $1$, and no neighbours give $0$. The infinite half-chain gives $\ln 2$, and both errors are integrals:

$$\ln 2-0=\int_0^1\frac{dx}{1+x},\qquad \ln 2-1=-\int_0^1\frac{x}{1+x}\,dx .$$

They have opposite signs, so averaging makes them partly cancel:

$$\ln 2-\tfrac12=\tfrac12\int_0^1\frac{1-x}{1+x}\,dx\approx 0.193 .$$

The average is also the potential of a single chain whose only neighbour carries half a charge. Each further averaging puts another factor $\tfrac12(1-x)$ under the integral and spreads the termination over one more ion.

## The error as a beta-type integral

For natural numbers $N$ and $m$ let

$$S_N=\sum_{n=0}^{N-1}\frac{(-1)^n}{n+1},\qquad A(N,m)=2^{-m}\sum_{k=0}^m\binom mk S_{N+k},\qquad \beta=\frac{N!\,m!}{(N+m+1)!},$$

with $S_0=0$. The claim is

$$\frac{\beta}{2^{m+1}}\le(-1)^N\bigl(\ln 2-A(N,m)\bigr)\le\frac{\beta}{2^m}.$$

**One chain.** Put $I_N=\int_0^1 x^N/(1+x)\,dx$. Then $\ln 2-S_N=(-1)^N I_N$, by induction. For $N=0$ the integral is $\ln 2$. For the step, $x^{N+1}/(1+x)=x^N-x^N/(1+x)$ gives $I_{N+1}=1/(N+1)-I_N$, hence

$$\ln 2-S_{N+1}=(-1)^N\Bigl(I_N-\frac1{N+1}\Bigr)=(-1)^{N+1}I_{N+1}.$$

**The average.** The binomial weights sum to $2^m$, and $\sum_k\binom mk(-x)^k=(1-x)^m$. Therefore

$$\ln 2-A(N,m)=\frac{(-1)^N}{2^m}\int_0^1\frac{x^N(1-x)^m}{1+x}\,dx .$$

**The bounds.** Let $B(N,m)=\int_0^1x^N(1-x)^m\,dx$. Then $B(N,0)=1/(N+1)$, and splitting off one factor $1-x$ gives

$$B(N,m+1)=B(N,m)-B(N+1,m)=\frac{N!\,m!}{(N+m+2)!}\bigl[(N+m+2)-(N+1)\bigr]=\frac{N!\,(m+1)!}{(N+m+2)!},$$

so $B(N,m)=\beta$ by induction on $m$. On $[0,1]$ the factor $1/(1+x)$ lies between $\tfrac12$ and $1$, which gives both inequalities.

**The charges.** The ion at distance $d$ belongs to those chains in the average with $d\le N+k$. Exchanging the two sums gives one chain of $N+m$ neighbours in which that ion carries the fraction

$$q(d)=2^{-m}\sum_{k:\,d\le N+k}\binom mk$$

of its charge. This is $1$ for $d\le N$ and falls to $2^{-m}$ at $d=N+m$ when $m\ge1$.

## Four neighbours by hand, and the same sum in code

Take $N=m=2$. The fractions are $1,1,\tfrac34,\tfrac14$, and the potential is

$$1-\frac12+\frac34\cdot\frac13-\frac14\cdot\frac14=\frac{11}{16}=0.6875 .$$

The error is about $0.0056$. Here $\beta=1/30$, so the bounds are $1/240\approx0.0042$ and $1/120\approx0.0083$. Four full charges give $7/12$, with an error of about $0.11$.

A program can store $S_N,\dots,S_{N+m}$ and replace the list by the averages of adjacent entries $m$ times; the one number left is $A(N,m)$. Alternatively, it can tabulate $q(d)$ once and sum over charges, which is the form suited to a fixed array of point charges. The bound lets $N$ and $m$ be chosen in advance: for $N=m=5$, ten neighbours, it is $1/88704\approx1.1\times10^{-5}$.

Fractional charges at the edge of a finite point-charge array serve the same purpose in lattice sums and embedded-cluster calculations; the estimate here is for a one-dimensional, one-sided chain of fixed point charges, evaluated at its end ion.

## The chain and its charges in Lean

```lean
import Mathlib

open Finset

namespace FractionalEndCharges

noncomputable section
```

`halfChain N` is $S_N$. The summation index `n` starts at zero, so it labels the ion at distance `n + 1`. The reference ion is not in the sum.

```lean
/-- Potential, up to sign and in units of charge over spacing, at the end ion of an alternating
chain with `N` neighbours on one side: the alternating harmonic partial sum. -/
def halfChain (N : ℕ) : ℝ := ∑ n ∈ range N, (-1 : ℝ) ^ n / (n + 1)
```

`binomialAverage N m` is $A(N,m)$. The range `m + 1` makes `k` run from $0$ to $m$.

```lean
/-- Binomial average of the potentials of the chains with `N, ..., N + m` neighbours. -/
def binomialAverage (N m : ℕ) : ℝ :=
  (∑ k ∈ range (m + 1), (m.choose k : ℝ) * halfChain (N + k)) / 2 ^ m
```

`endFraction N m d` is $q(d)$, with the condition $d\le N+k$ written as an `if`.

```lean
/-- Fraction of its full charge carried by the ion at distance `d`: the binomial weight of
those chains that reach as far as `d`. -/
def endFraction (N m d : ℕ) : ℝ :=
  (∑ k ∈ range (m + 1), if d ≤ N + k then (m.choose k : ℝ) else 0) / 2 ^ m
```

`smoothedChain` is the potential of a single model chain of $N+m$ neighbours with these fractional charges.

```lean
/-- Potential of the single chain of `N + m` neighbours with fractional charges. -/
def smoothedChain (N m : ℕ) : ℝ :=
  ∑ n ∈ range (N + m), endFraction N m (n + 1) * ((-1 : ℝ) ^ n / (n + 1))
```

The first theorem confirms that only the last $m$ ions are modified: for $d\le N$ every condition in the sum holds, and the weights add up to $2^m$.

```lean
/-- The ions up to distance `N` keep their full charge. -/
theorem endFraction_interior (N m d : ℕ) (hd : d ≤ N) : endFraction N m d = 1 := by
  have hs : ∑ k ∈ range (m + 1), (m.choose k : ℝ) = 2 ^ m := by
    exact_mod_cast Nat.sum_range_choose m
  have h : (∑ k ∈ range (m + 1), if d ≤ N + k then (m.choose k : ℝ) else 0) = 2 ^ m := by
    rw [← hs]
    apply sum_congr rfl
    intro k _
    exact if_pos (by omega)
  rw [endFraction, h]
  exact div_self (by positivity)
```

The next theorem identifies the fractional charges with the average. In `h` each shorter chain is written as the longest one with its outer terms set to zero, so that all the sums have the same range. `sum_comm` then exchanges the sums over chains and ions.

```lean
/-- The chain with fractional end charges has the binomially averaged potential. -/
theorem smoothedChain_eq_average (N m : ℕ) : smoothedChain N m = binomialAverage N m := by
  -- every shorter chain is the longest one with its outer ions removed
  have h : ∀ k ∈ range (m + 1), halfChain (N + k) =
      ∑ n ∈ range (N + m), if n + 1 ≤ N + k then (-1 : ℝ) ^ n / (n + 1) else 0 := by
    intro k hk
    rw [mem_range] at hk
    rw [← sum_filter, halfChain]
    refine sum_congr ?_ (fun _ _ => rfl)
    ext n
    simp only [mem_filter, mem_range]
    omega
  have h2 : ∑ k ∈ range (m + 1), (m.choose k : ℝ) * halfChain (N + k) =
      ∑ n ∈ range (N + m), ∑ k ∈ range (m + 1),
        (if n + 1 ≤ N + k then (m.choose k : ℝ) else 0) * ((-1 : ℝ) ^ n / (n + 1)) := by
    rw [sum_comm]
    apply sum_congr rfl
    intro k hk
    rw [h k hk, mul_sum]
    apply sum_congr rfl
    intro n _
    split_ifs <;> simp
  rw [smoothedChain, binomialAverage, h2, sum_div]
  apply sum_congr rfl
  intro n _
  rw [endFraction, div_mul_eq_mul_div, sum_mul]
```

## The integrals in Lean

Splitting an integral of a sum requires integrable terms. This lemma supplies that for a continuous numerator over the denominator $1+x$, which is positive on the unit interval.

```lean
/-- A continuous function divided by `1 + x` is integrable on the unit interval. -/
theorem integrable_kernel (f : ℝ → ℝ) (hf : Continuous f) :
    IntervalIntegrable (fun x => f x / (1 + x)) MeasureTheory.volume 0 1 := by
  apply ContinuousOn.intervalIntegrable
  apply hf.continuousOn.div (by fun_prop)
  intro x hx
  rw [Set.uIcc_of_le zero_le_one] at hx
  have h : 0 < 1 + x := by linarith [hx.1]
  exact h.ne'
```

`halfChain_remainder` is the induction for $\ln 2-S_N$. The base case uses the antiderivative $\ln(1+x)$. In the step, `h3` is the splitting of $x^{N+1}/(1+x)$, `h1` is the integral of $x^N$, and `linear_combination ih` collects the signs.

```lean
/-- The potential missing from a chain cut after `N` neighbours, as an integral. -/
theorem halfChain_remainder (N : ℕ) :
    Real.log 2 - halfChain N = (-1) ^ N * ∫ x in (0 : ℝ)..1, x ^ N / (1 + x) := by
  induction N with
  | zero =>
    have h : ∫ x in (0 : ℝ)..1, x ^ 0 / (1 + x) = Real.log (1 + 1) - Real.log (1 + 0) := by
      apply intervalIntegral.integral_eq_sub_of_hasDerivAt (f := fun x : ℝ => Real.log (1 + x))
      · intro x hx
        rw [Set.uIcc_of_le zero_le_one] at hx
        have hp : 0 < 1 + x := by linarith [hx.1]
        have h1 : HasDerivAt (fun y : ℝ => 1 + y) 1 x := (hasDerivAt_id x).const_add 1
        exact (h1.log hp.ne').congr_deriv (by simp)
      · exact integrable_kernel (fun x => x ^ 0) (by fun_prop)
    rw [h]
    norm_num [halfChain]
  | succ N ih =>
    have h1 : ∫ x in (0 : ℝ)..1, x ^ N = 1 / ((N : ℝ) + 1) := by
      rw [integral_pow]; simp
    have hA : IntervalIntegrable (fun x : ℝ => x ^ N) MeasureTheory.volume 0 1 :=
      (continuous_pow N).intervalIntegrable _ _
    have h2 : ∫ x in (0 : ℝ)..1, (x ^ N - x ^ N / (1 + x)) =
        (∫ x in (0 : ℝ)..1, x ^ N) - ∫ x in (0 : ℝ)..1, x ^ N / (1 + x) :=
      intervalIntegral.integral_sub hA (integrable_kernel (fun x => x ^ N) (by fun_prop))
    have h3 : ∫ x in (0 : ℝ)..1, x ^ (N + 1) / (1 + x) =
        ∫ x in (0 : ℝ)..1, (x ^ N - x ^ N / (1 + x)) := by
      apply intervalIntegral.integral_congr
      intro x hx
      rw [Set.uIcc_of_le zero_le_one] at hx
      have hp : 1 + x ≠ 0 := by linarith [hx.1]
      beta_reduce
      rw [eq_sub_iff_add_eq, ← add_div, div_eq_iff hp]
      ring
    have hS : halfChain (N + 1) = halfChain N + (-1) ^ N / (N + 1) := sum_range_succ _ _
    rw [h3, h2, h1, hS, pow_succ]
    linear_combination ih
```

In `average_remainder`, `hI` expands $(1-x)^m$ under the integral and integrates term by term. `hS` inserts the single-chain remainder for each `k`, and division by $2^m$ finishes the proof.

```lean
/-- The error of the binomial average, as an integral with the extra factor `(1 - x) ^ m`. -/
theorem average_remainder (N m : ℕ) : Real.log 2 - binomialAverage N m =
    (-1) ^ N * ((∫ x in (0 : ℝ)..1, x ^ N * (1 - x) ^ m / (1 + x)) / 2 ^ m) := by
  -- binomial theorem under the integral sign
  have hI : ∫ x in (0 : ℝ)..1, x ^ N * (1 - x) ^ m / (1 + x) =
      ∑ k ∈ range (m + 1), ((-1) ^ k * (m.choose k : ℝ)) *
        ∫ x in (0 : ℝ)..1, x ^ (N + k) / (1 + x) := by
    calc _ = ∫ x in (0 : ℝ)..1, ∑ k ∈ range (m + 1),
          ((-1) ^ k * (m.choose k : ℝ)) * (x ^ (N + k) / (1 + x)) := by
          apply intervalIntegral.integral_congr
          intro x _
          have hb : (1 - x) ^ m = ∑ k ∈ range (m + 1), (-x) ^ k * (m.choose k : ℝ) := by
            rw [show 1 - x = -x + 1 by ring, add_pow]
            simp only [one_pow, mul_one]
          beta_reduce
          rw [hb, mul_sum, sum_div]
          apply sum_congr rfl
          intro k _
          rw [neg_pow x k, pow_add x N k]
          ring
      _ = ∑ k ∈ range (m + 1), ∫ x in (0 : ℝ)..1,
          ((-1) ^ k * (m.choose k : ℝ)) * (x ^ (N + k) / (1 + x)) :=
          intervalIntegral.integral_finsetSum (fun k _ =>
            (integrable_kernel (fun x => x ^ (N + k)) (by fun_prop)).const_mul _)
      _ = _ := sum_congr rfl (fun k _ => intervalIntegral.integral_const_mul _ _)
  have hs : ∑ k ∈ range (m + 1), (m.choose k : ℝ) = 2 ^ m := by
    exact_mod_cast Nat.sum_range_choose m
  have hS : ∑ k ∈ range (m + 1), (m.choose k : ℝ) * halfChain (N + k) = 2 ^ m * Real.log 2 -
      (-1) ^ N * ∫ x in (0 : ℝ)..1, x ^ N * (1 - x) ^ m / (1 + x) := by
    rw [hI, ← hs, sum_mul, mul_sum, ← sum_sub_distrib]
    apply sum_congr rfl
    intro k _
    have h := halfChain_remainder (N + k)
    rw [pow_add (-1 : ℝ) N k] at h
    linear_combination (-(m.choose k : ℝ)) * h
  have h2 : (2 : ℝ) ^ m ≠ 0 := by positivity
  rw [binomialAverage, hS, sub_div, mul_div_cancel_left₀ _ h2]
  ring
```

`beta_integral` follows the recursion for $B(N,m)$. The induction leaves `N` general because the step uses the hypothesis at both $N$ and $N+1$.

```lean
/-- The Euler beta integral for natural exponents. -/
theorem beta_integral (N m : ℕ) : ∫ x in (0 : ℝ)..1, x ^ N * (1 - x) ^ m =
    (N.factorial : ℝ) * m.factorial / (N + m + 1).factorial := by
  induction m generalizing N with
  | zero =>
    have h : ∫ x in (0 : ℝ)..1, x ^ N * (1 - x) ^ 0 = 1 / ((N : ℝ) + 1) := by
      simp [integral_pow]
    have hN : (N.factorial : ℝ) ≠ 0 := by positivity
    rw [h, Nat.add_zero, Nat.factorial_succ N, Nat.factorial_zero]
    push_cast
    field_simp
  | succ m ih =>
    have h : ∫ x in (0 : ℝ)..1, x ^ N * (1 - x) ^ (m + 1) =
        (∫ x in (0 : ℝ)..1, x ^ N * (1 - x) ^ m) -
          ∫ x in (0 : ℝ)..1, x ^ (N + 1) * (1 - x) ^ m := by
      have hc : ∀ j : ℕ, IntervalIntegrable (fun x : ℝ => x ^ j * (1 - x) ^ m)
          MeasureTheory.volume 0 1 :=
        fun j => Continuous.intervalIntegrable (by fun_prop) _ _
      rw [← intervalIntegral.integral_sub (hc N) (hc (N + 1))]
      apply intervalIntegral.integral_congr
      intro x _
      beta_reduce
      ring
    have hF : ((N + m + 1).factorial : ℝ) ≠ 0 := by positivity
    rw [h, ih N, ih (N + 1), show N + 1 + m + 1 = (N + m + 1) + 1 by ring,
      show N + (m + 1) + 1 = (N + m + 1) + 1 by ring, Nat.factorial_succ (N + m + 1),
      Nat.factorial_succ N, Nat.factorial_succ m]
    push_cast
    field_simp
    ring
```

## Two-sided bounds and the half-charge ending

`average_error_bounds` is the full claim, for all natural $N$ and $m$ including zero. It gives the sign of the error as well as its size: the average lies below $\ln 2$ for even $N$ and above it for odd $N$. In the proof, `hu` and `hl` integrate the pointwise inequalities from $1/(1+x)\le1$ and $1/(1+x)\ge\tfrac12$, and `hsq` cancels the two factors $(-1)^N$.

```lean
/-- The error of the binomial average has the sign `(-1) ^ N`, and its size is fixed within a
factor of two by `N! m! / (N + m + 1)!` and a power of two. -/
theorem average_error_bounds (N m : ℕ) :
    (N.factorial : ℝ) * m.factorial / (N + m + 1).factorial / 2 ^ (m + 1) ≤
      (-1) ^ N * (Real.log 2 - binomialAverage N m) ∧
    (-1) ^ N * (Real.log 2 - binomialAverage N m) ≤
      (N.factorial : ℝ) * m.factorial / (N + m + 1).factorial / 2 ^ m := by
  have hg : IntervalIntegrable (fun x : ℝ => x ^ N * (1 - x) ^ m) MeasureTheory.volume 0 1 :=
    Continuous.intervalIntegrable (by fun_prop) _ _
  have hf := integrable_kernel (fun x => x ^ N * (1 - x) ^ m) (by fun_prop)
  have h0 : ∀ x ∈ Set.Icc (0 : ℝ) 1, 0 ≤ x ^ N * (1 - x) ^ m := fun x hx =>
    mul_nonneg (pow_nonneg hx.1 _) (pow_nonneg (by linarith [hx.2]) _)
  -- on the unit interval 1 / (1 + x) lies between 1 / 2 and 1
  have hu := intervalIntegral.integral_mono_on zero_le_one hf hg
    (fun x hx => div_le_self (h0 x hx) (by linarith [hx.1]))
  have hl := intervalIntegral.integral_mono_on zero_le_one (hg.const_mul (1 / 2)) hf
    (fun x hx => by
      have hp : 0 < 1 + x := by linarith [hx.1]
      rw [le_div_iff₀ hp]
      nlinarith [mul_nonneg (h0 x hx) (sub_nonneg.mpr hx.2)])
  rw [intervalIntegral.integral_const_mul, beta_integral] at hl
  rw [beta_integral] at hu
  have hsq : (-1 : ℝ) ^ N * (-1) ^ N = 1 := by rw [← mul_pow]; norm_num
  rw [average_remainder, ← mul_assoc, hsq, one_mul]
  constructor
  · rw [pow_succ, mul_comm ((2 : ℝ) ^ m) 2, ← div_div, div_eq_inv_mul _ (2 : ℝ), ← one_div]
    exact div_le_div_of_nonneg_right hl (by positivity)
  · exact div_le_div_of_nonneg_right hu (by positivity)
```

`smoothedChain_error` states the absolute bound for the chain with fractional charges. The lower bound shows that $(-1)^N$ times the error is nonnegative, so this product equals the absolute error. With $m=0$ the bound reads $|\ln 2-S_N|\le1/(N+1)$, which identifies $\ln 2$ as the limit for the infinite half-chain.

```lean
/-- The potential of the chain with binomial fractional end charges differs from `ln 2` by at
most `2 ^ (-m) N! m! / (N + m + 1)!`. -/
theorem smoothedChain_error (N m : ℕ) : |Real.log 2 - smoothedChain N m| ≤
    (N.factorial : ℝ) * m.factorial / (N + m + 1).factorial / 2 ^ m := by
  rw [smoothedChain_eq_average]
  obtain ⟨hl, hu⟩ := average_error_bounds N m
  have h0 := le_trans (by positivity) hl
  have e := abs_of_nonneg h0
  rw [abs_mul, abs_pow, abs_neg, abs_one, one_pow, one_mul] at e
  rw [e]
  exact hu
```

The last theorem is the case $m=1$: $N$ full charges followed by half a charge at distance $N+1$. Here $\beta/2=1/\bigl(2(N+1)(N+2)\bigr)$, so the error decreases at least as fast as $N^{-2}$. The proof evaluates the two-term average and simplifies the factorials.

```lean
/-- With half a charge on the last ion, at distance `N + 1`, the potential differs from `ln 2`
by at most `1 / (2 (N + 1) (N + 2))`. -/
theorem half_end_charge_error (N : ℕ) :
    |Real.log 2 - (halfChain N + 1 / 2 * ((-1) ^ N / (N + 1)))| ≤
      1 / (2 * ((N : ℝ) + 1) * (N + 2)) := by
  have h := smoothedChain_error N 1
  have hS : halfChain (N + 1) = halfChain N + (-1) ^ N / (N + 1) := sum_range_succ _ _
  have e : binomialAverage N 1 = halfChain N + 1 / 2 * ((-1) ^ N / (N + 1)) := by
    rw [binomialAverage, sum_range_succ, sum_range_one, Nat.add_zero, hS]
    simp only [Nat.choose_zero_right, Nat.choose_self, Nat.cast_one]
    ring
  rw [smoothedChain_eq_average, e] at h
  refine h.trans (le_of_eq ?_)
  have hN : (N.factorial : ℝ) ≠ 0 := by positivity
  rw [Nat.factorial_succ (N + 1), Nat.factorial_succ N, Nat.factorial_one]
  push_cast
  field_simp
  ring

end

end FractionalEndCharges
```

```lean
#print axioms FractionalEndCharges.endFraction_interior
-- 'FractionalEndCharges.endFraction_interior' depends on axioms: [propext, Classical.choice, Quot.sound]
#print axioms FractionalEndCharges.half_end_charge_error
-- 'FractionalEndCharges.half_end_charge_error' depends on axioms: [propext, Classical.choice, Quot.sound]
```
